# Residual coupling in a two-level Hamiltonian: second order in the upper energy, first order in a property with an off-diagonal element

Take two levels at $1$ and $-1$, coupled by a small number $d$, and a property that only connects the two levels:

$$H=\begin{pmatrix}1&d\\d&-1\end{pmatrix},\qquad O=\begin{pmatrix}0&1\\1&0\end{pmatrix}.$$

Ignoring $d$ gives the upper energy $1$ and the expectation value $0$. The exact values are $\sqrt{1+d^2}$ and $d/\sqrt{1+d^2}$. At $d=0.1$ the energy is off by about $0.005$ and the property by about $0.1$. To leading order, the admixture of the lower level is linear in $d$. It enters the property directly, while the energy feels it only after multiplication by another $d$.

This situation arises in two-component relativistic methods, where a transformation separates electronic from negative-energy states. If the separation is incomplete, a coupling $d$ remains, and keeping only the upper block neglects it. The general model has levels $e$ and $-m$ with $e+m>0$, so that the electronic level lies above the other one. Here $m$ sets the position of the lower level and is not the electron mass.

## Matrices, energy and states

```lean
import Mathlib

open Matrix Filter Topology

namespace PictureChangeOrder

noncomputable section

/-- The two-level Hamiltonian with upper level `e`, lower level `-m` and residual coupling `d`. -/
def hamiltonian (e m d : ℝ) : Matrix (Fin 2) (Fin 2) ℝ := !![e, d; d, -m]
```

This is $H=\begin{pmatrix}e&d\\d&-m\end{pmatrix}$ with real entries. `Fin 2` is the index set $\{0,1\}$, so the upper component of a vector $v$ is $v_0$ and the lower one $v_1$.

```lean
/-- A real symmetric property operator with off-diagonal element `b`. -/
def propertyMatrix (a b w : ℝ) : Matrix (Fin 2) (Fin 2) ℝ := !![a, b; b, w]
```

The property is $O=\begin{pmatrix}a&b\\b&w\end{pmatrix}$, written in the same basis as $H$. It is therefore the operator after the change of picture. Using an untransformed operator is a separate error, which this model leaves aside.

```lean
/-- The larger root of the secular equation of the two-level Hamiltonian. -/
def upperEnergy (e m d : ℝ) : ℝ := (e - m) / 2 + √(((e + m) / 2) ^ 2 + d ^ 2)
```

The secular equation $(x-e)(x+m)=d^2$ has two roots. The larger one is
$$E=\frac{e-m}{2}+\sqrt{\left(\frac{e+m}{2}\right)^2+d^2}.$$

```lean
/-- The expectation value of `O` in a nonzero, not necessarily normalised, real state `v`. -/
def expectation (O : Matrix (Fin 2) (Fin 2) ℝ) (v : Fin 2 → ℝ) : ℝ :=
  (v ⬝ᵥ O *ᵥ v) / (v ⬝ᵥ v)
```

This is $\langle O\rangle=v^{T}Ov/v^{T}v$, with `*ᵥ` for matrix times vector and `⬝ᵥ` for the dot product. The denominator makes the value the normalised one, whatever the length of $v$.

```lean
/-- A nonzero eigenvector of the Hamiltonian at the upper energy. -/
def IsUpperState (e m d : ℝ) (v : Fin 2 → ℝ) : Prop :=
  v ≠ 0 ∧ hamiltonian e m d *ᵥ v = upperEnergy e m d • v
```

An upper state is any nonzero $v$ with $Hv=Ev$. No norm or sign is prescribed.

```lean
/-- The ratio of lower to upper component in the upper state, for `e + m > 0`. -/
def admixture (e m d : ℝ) : ℝ := d / (upperEnergy e m d + m)
```

The admixture is $t=d/(E+m)$. The normalised upper state will be $(1,t)/\sqrt{1+t^2}$, up to sign.

## The upper eigenvalue and its eigenvector

```lean
/-- The upper energy solves the secular equation. -/
theorem upperEnergy_secular (e m d : ℝ) :
    (upperEnergy e m d - e) * (upperEnergy e m d + m) = d ^ 2 := by
  have h := Real.sq_sqrt (show 0 ≤ ((e + m) / 2) ^ 2 + d ^ 2 by positivity)
  unfold upperEnergy
  linear_combination h
```

Write $g=(e+m)/2$ and $S=\sqrt{g^2+d^2}$. Then $E-e=S-g$ and $E+m=S+g$, so
$$(E-e)(E+m)=S^2-g^2=d^2.$$
In Lean, `h` states that the square root squares to its argument, and `linear_combination h` does the remaining algebra.

```lean
/-- For `e + m > 0` the upper energy lies strictly above the lower level `-m`. -/
theorem upperEnergy_add_pos {e m : ℝ} (hg : 0 < e + m) (d : ℝ) :
    0 < upperEnergy e m d + m := by
  have h := Real.sqrt_nonneg (((e + m) / 2) ^ 2 + d ^ 2)
  unfold upperEnergy
  linarith
```

Since $E+m=g+S$ with $g>0$ and $S\ge0$, the sum is positive. Division by $E+m$ is then safe.

```lean
lemma eigen_iff (e m d x : ℝ) (v : Fin 2 → ℝ) :
    hamiltonian e m d *ᵥ v = x • v ↔
      e * v 0 + d * v 1 = x * v 0 ∧ d * v 0 - m * v 1 = x * v 1 := by
  constructor
  · intro h
    have h0 := congrFun h 0
    have h1 := congrFun h 1
    simp [hamiltonian, Matrix.mulVec, dotProduct, Fin.sum_univ_two] at h0 h1
    exact ⟨by linarith, by linarith⟩
  · rintro ⟨h0, h1⟩
    ext i
    fin_cases i <;> simp [hamiltonian, Matrix.mulVec, dotProduct, Fin.sum_univ_two] <;> linarith
```

The equation $Hv=xv$ is the same as its two rows,
$$ev_0+dv_1=xv_0,\qquad dv_0-mv_1=xv_1.$$

```lean
/-- For `e + m > 0` the vector with components 1 and the admixture is an upper state. -/
theorem isUpperState_witness {e m : ℝ} (hg : 0 < e + m) (d : ℝ) :
    IsUpperState e m d ![1, admixture e m d] := by
  have hp := upperEnergy_add_pos hg d
  have hs := upperEnergy_secular e m d
  have ht : admixture e m d * (upperEnergy e m d + m) = d := div_mul_cancel₀ _ hp.ne'
  have h1 : d * admixture e m d = upperEnergy e m d - e :=
    mul_right_cancel₀ hp.ne' (by linear_combination d * ht - hs)
  refine ⟨fun h => by simpa using congrFun h 0, (eigen_iff _ _ _ _ _).2 ⟨?_, ?_⟩⟩
  · change e * 1 + d * admixture e m d = upperEnergy e m d * 1
    linarith
  · change d * 1 - m * admixture e m d = upperEnergy e m d * admixture e m d
    linear_combination -ht
```

The vector $(1,t)$ is an upper state. The first row needs $e+dt=E$, which holds because $dt=d^2/(E+m)=E-e$. The second needs $d-mt=Et$, which is the definition of $t$ multiplied out. These are the facts `h1` and `ht`.

```lean
/-- For `e + m > 0` the upper energy is the greatest eigenvalue of the Hamiltonian. -/
theorem upperEnergy_isGreatest {e m : ℝ} (hg : 0 < e + m) (d : ℝ) :
    IsGreatest {x : ℝ | ∃ v : Fin 2 → ℝ, v ≠ 0 ∧ hamiltonian e m d *ᵥ v = x • v}
      (upperEnergy e m d) := by
  refine ⟨⟨_, isUpperState_witness hg d⟩, ?_⟩
  rintro x ⟨v, hv, hx⟩
  obtain ⟨h0, h1⟩ := (eigen_iff _ _ _ _ _).1 hx
  have hp := upperEnergy_add_pos hg d
  have hs := upperEnergy_secular e m d
  have he : 0 ≤ upperEnergy e m d - e := by
    by_contra hc
    nlinarith [mul_neg_of_neg_of_pos (not_le.1 hc) hp, sq_nonneg d]
  by_contra hlt
  have hδ : 0 < x - upperEnergy e m d := sub_pos.2 (not_le.1 hlt)
  -- above the upper root the secular determinant is positive, so `v` must vanish
  have hpos : 0 < (x - e) * (x + m) - d ^ 2 := by
    nlinarith [mul_pos hδ hp, mul_nonneg hδ.le he, mul_pos hδ hδ]
  have k0 : ((x - e) * (x + m) - d ^ 2) * v 0 = 0 := by
    linear_combination -(x + m) * h0 - d * h1
  have k1 : ((x - e) * (x + m) - d ^ 2) * v 1 = 0 := by
    linear_combination -(x - e) * h1 - d * h0
  have v0 := (mul_eq_zero.1 k0).resolve_left hpos.ne'
  have v1 := (mul_eq_zero.1 k1).resolve_left hpos.ne'
  apply hv
  ext i
  fin_cases i
  · exact v0
  · exact v1
```

`IsGreatest` says that $E$ is an eigenvalue and that no real eigenvalue exceeds it. The first part is the vector just found. For the second, suppose $x=E+\delta$ with $\delta>0$ is an eigenvalue. Because $(E-e)(E+m)=d^2\ge0$ and $E+m>0$, we have $E-e\ge0$. Hence
$$D=(x-e)(x+m)-d^2=\delta(E+m)+\delta(E-e)+\delta^2>0.$$
Combining the two rows gives $Dv_0=0$ and $Dv_1=0$ (`k0` and `k1`). So $v=0$, which an eigenvector cannot be.

## The exact property error

```lean
/-- For `e + m > 0`, the exact property error of any upper state in terms of the admixture. -/
theorem expectation_sub {e m d : ℝ} (hg : 0 < e + m) {v : Fin 2 → ℝ}
    (hv : IsUpperState e m d v) (a b w : ℝ) :
    expectation (propertyMatrix a b w) v - a =
      (2 * b * admixture e m d + (w - a) * admixture e m d ^ 2) / (1 + admixture e m d ^ 2) := by
  have hp := upperEnergy_add_pos hg d
  have ht : admixture e m d * (upperEnergy e m d + m) = d := div_mul_cancel₀ _ hp.ne'
  obtain ⟨_, h⟩ := (eigen_iff _ _ _ _ _).1 hv.2
  -- the lower row fixes the ratio of the components
  have h1 : v 1 = admixture e m d * v 0 :=
    mul_right_cancel₀ hp.ne' (by linear_combination -h - v 0 * ht)
  have h0 : v 0 ≠ 0 := by
    intro h0
    have h1' : v 1 = 0 := by rw [h1, h0, mul_zero]
    apply hv.1
    ext i
    fin_cases i
    · exact h0
    · exact h1'
  generalize admixture e m d = t at *
  have hn : v ⬝ᵥ propertyMatrix a b w *ᵥ v = v 0 ^ 2 * (a + 2 * b * t + w * t ^ 2) := by
    simp [propertyMatrix, Matrix.mulVec, dotProduct, Fin.sum_univ_two, h1]
    ring
  have hd : v ⬝ᵥ v = v 0 ^ 2 * (1 + t ^ 2) := by
    simp only [dotProduct, Fin.sum_univ_two, h1]
    ring
  have hden : 1 + t ^ 2 ≠ 0 := by positivity
  rw [expectation, hn, hd, mul_div_mul_left _ _ (pow_ne_zero 2 h0), eq_div_iff hden, sub_mul,
    div_mul_cancel₀ _ hden]
  ring
```

Here and below, an error is the exact value minus the decoupled one. For any upper state, the second row reads $(E+m)v_1=dv_0$, so $v_1=tv_0$. If $v_0$ vanished, so would $v$; hence $v_0\ne0$ and $v_0^2$ cancels from the quotient:
$$\langle O\rangle-a=\frac{a+2bt+wt^2}{1+t^2}-a=\frac{2bt+(w-a)t^2}{1+t^2}.$$
The facts `hn` and `hd` are the numerator and denominator before cancellation.

## Vanishing coupling

```lean
lemma tendsto_inv_gap {e m : ℝ} (hg : 0 < e + m) :
    Tendsto (fun d => 1 / (upperEnergy e m d + m)) (𝓝[≠] 0) (𝓝 (1 / (e + m))) := by
  have hc : Continuous (fun d => upperEnergy e m d) := by
    unfold upperEnergy
    fun_prop
  have h0 : upperEnergy e m 0 = e := by
    unfold upperEnergy
    rw [show ((e + m) / 2) ^ 2 + 0 ^ 2 = ((e + m) / 2) ^ 2 by ring, Real.sqrt_sq (by linarith)]
    ring
  have h := hc.tendsto 0
  simp only [h0] at h
  exact (tendsto_const_nhds (x := (1 : ℝ))).div
    ((h.mono_left nhdsWithin_le_nhds).add_const m) hg.ne'
```

`Tendsto` expresses a limit, and `𝓝[≠] 0` means that $d$ approaches $0$ through nonzero values. $E$ is continuous in $d$, and at $d=0$ it equals $(e-m)/2+(e+m)/2=e$. Therefore $1/(E+m)\to1/(e+m)$.

```lean
lemma tendsto_coupling : Tendsto (fun d : ℝ => d) (𝓝[≠] 0) (𝓝 0) :=
  tendsto_id.mono_left nhdsWithin_le_nhds
```

This records that $d$ itself tends to $0$ in that sense.

```lean
/-- For `e + m > 0` the energy error is of second order in the residual coupling, with
coefficient `1 / (e + m)`. -/
theorem energy_error {e m : ℝ} (hg : 0 < e + m) :
    Tendsto (fun d => (upperEnergy e m d - e) / d ^ 2) (𝓝[≠] 0) (𝓝 (1 / (e + m))) := by
  refine (tendsto_inv_gap hg).congr' ?_
  filter_upwards [self_mem_nhdsWithin] with d hd
  have hd : d ≠ 0 := hd
  rw [div_eq_div_iff (upperEnergy_add_pos hg d).ne' (pow_ne_zero 2 hd)]
  linear_combination -(upperEnergy_secular e m d)
```

For $d\ne0$ the secular equation gives
$$\frac{E-e}{d^2}=\frac1{E+m}\longrightarrow\frac1{e+m}.$$
The step `congr'` allows one function to replace another that agrees with it at nonzero $d$ near the limit point.

```lean
/-- For `e + m > 0` and any choice of upper states, the property error divided by the residual
coupling tends to `2 b / (e + m)`. -/
theorem property_error {e m : ℝ} (hg : 0 < e + m) (a b w : ℝ) {v : ℝ → Fin 2 → ℝ}
    (hv : ∀ d ≠ 0, IsUpperState e m d (v d)) :
    Tendsto (fun d => (expectation (propertyMatrix a b w) (v d) - a) / d) (𝓝[≠] 0)
      (𝓝 (2 * b / (e + m))) := by
  have hs := tendsto_inv_gap hg
  have h := ((hs.const_mul (2 * b)).add (((hs.pow 2).const_mul (w - a)).mul tendsto_coupling)).div
    (((hs.mul tendsto_coupling).pow 2).const_add 1) (by simp)
  rw [show 2 * b / (e + m) = (2 * b * (1 / (e + m)) + (w - a) * (1 / (e + m)) ^ 2 * 0) /
    (1 + (1 / (e + m) * 0) ^ 2) by ring]
  refine h.congr' ?_
  filter_upwards [self_mem_nhdsWithin] with d hd
  have hd : d ≠ 0 := hd
  simp only [Pi.div_apply]
  rw [expectation_sub hg (hv d hd), admixture,
    show d / (upperEnergy e m d + m) = 1 / (upperEnergy e m d + m) * d by ring,
    eq_div_iff hd, div_mul_eq_mul_div]
  congr 1
  ring
```

Here `v` picks an upper state for each nonzero $d$; the choice need not be continuous. With $s=1/(E+m)$ and $t=sd$, the exact error becomes
$$\frac{\langle O\rangle-a}{d}=\frac{2bs+(w-a)s^2d}{1+s^2d^2}\longrightarrow\frac{2b}{e+m}.$$

```lean
/-- For `e + m > 0` and `b ≠ 0`, the energy error is negligible against the property error as
the residual coupling vanishes. -/
theorem energy_error_isLittleO {e m b : ℝ} (hg : 0 < e + m) (hb : b ≠ 0) (a w : ℝ)
    {v : ℝ → Fin 2 → ℝ} (hv : ∀ d ≠ 0, IsUpperState e m d (v d)) :
    (fun d => upperEnergy e m d - e) =o[𝓝[≠] 0]
      (fun d => expectation (propertyMatrix a b w) (v d) - a) := by
  have hp := property_error hg a b w hv
  have hL : 2 * b / (e + m) ≠ 0 := div_ne_zero (mul_ne_zero two_ne_zero hb) hg.ne'
  refine (Asymptotics.isLittleO_iff_tendsto' ?_).2 ?_
  · filter_upwards [hp.eventually_ne hL] with d h h0
    exact (h (by rw [h0, zero_div])).elim
  · have h := ((energy_error hg).mul tendsto_coupling).div hp hL
    rw [mul_zero, zero_div] at h
    refine h.congr' ?_
    filter_upwards [self_mem_nhdsWithin] with d hd
    have hd : d ≠ 0 := hd
    have hA : (upperEnergy e m d - e) / d ^ 2 * d = (upperEnergy e m d - e) / d := by
      field_simp
    change (upperEnergy e m d - e) / d ^ 2 * d / (_ / d) = _
    rw [hA, div_div_div_cancel_right₀ hd]
```

The notation `=o` says that the energy error is negligible against the property error when $b\ne0$. Their quotient is
$$\frac{E-e}{\langle O\rangle-a}=\frac{d\,(E-e)/d^2}{(\langle O\rangle-a)/d}\longrightarrow\frac{0}{2b/(e+m)}=0.$$
The first part of the proof checks that the property error is nonzero for small nonzero $d$, since its ratio to $d$ has a nonzero limit.

```lean
/-- For `e + m > 0` and a property without off-diagonal element, the property error divided by
the square of the residual coupling tends to `(w - a) / (e + m) ^ 2`. -/
theorem property_error_diagonal {e m : ℝ} (hg : 0 < e + m) (a w : ℝ) {v : ℝ → Fin 2 → ℝ}
    (hv : ∀ d ≠ 0, IsUpperState e m d (v d)) :
    Tendsto (fun d => (expectation (propertyMatrix a 0 w) (v d) - a) / d ^ 2) (𝓝[≠] 0)
      (𝓝 ((w - a) / (e + m) ^ 2)) := by
  have hs := tendsto_inv_gap hg
  have h := ((hs.pow 2).const_mul (w - a)).div
    (((hs.mul tendsto_coupling).pow 2).const_add 1) (by simp)
  rw [show (w - a) / (e + m) ^ 2 = (w - a) * (1 / (e + m)) ^ 2 /
    (1 + (1 / (e + m) * 0) ^ 2) by simp [div_eq_mul_inv]]
  refine h.congr' ?_
  filter_upwards [self_mem_nhdsWithin] with d hd
  have hd : d ≠ 0 := hd
  simp only [Pi.div_apply]
  rw [expectation_sub hg (hv d hd), admixture,
    show d / (upperEnergy e m d + m) = 1 / (upperEnergy e m d + m) * d by ring,
    eq_div_iff (pow_ne_zero 2 hd), div_mul_eq_mul_div]
  congr 1
  ring

end

end PictureChangeOrder
```

For $b=0$ the linear term is absent, and
$$\frac{\langle O\rangle-a}{d^2}=\frac{(w-a)s^2}{1+s^2d^2}\longrightarrow\frac{w-a}{(e+m)^2}.$$
Such a property has an error of second order or smaller, like the energy.

For electronic structure calculations, this two-level, one-electron model shows that a well-converged energy need not mean an equally well-converged property. The theorems do not cover a real decoupling scheme, where many states are coupled and the other matrix elements may change together with the residual coupling.

```lean
#print axioms PictureChangeOrder.upperEnergy_isGreatest
#print axioms PictureChangeOrder.energy_error_isLittleO
#print axioms PictureChangeOrder.property_error_diagonal
```

```
'PictureChangeOrder.upperEnergy_isGreatest' depends on axioms: [propext, Classical.choice, Quot.sound]
'PictureChangeOrder.energy_error_isLittleO' depends on axioms: [propext, Classical.choice, Quot.sound]
'PictureChangeOrder.property_error_diagonal' depends on axioms: [propext, Classical.choice, Quot.sound]
```
